# Optimal damping of a convex energy with curvature constant C: an error of at most 2C/(k+3) after k ≥ 1 steps

A self-consistent field calculation builds a Fock operator from a density matrix, fills its lowest orbitals, and obtains a new density matrix. If the new matrix simply replaces the old one, the iteration can oscillate between two states without settling. Optimal damping moves along the segment towards the new matrix, and picks the fraction of the full step, from 0 to 1, that gives the lowest energy. How far above the ground state can the energy still be after $k$ such steps?

For a convex energy whose gradient is the Fock operator and whose curvature along admissible segments is bounded by a constant $C$, the answer is at most $2C/(k+3)$ for $k\ge 1$. This covers reduced Hartree–Fock in a finite basis, where exchange is omitted and fractional occupations are allowed. Full Hartree–Fock is in general not convex.

## Density matrices, aufbau states and damping steps

Let $V$ be a real inner product space. In a finite orthonormal basis it is the space of Hermitian matrices with $\langle A,B\rangle=\mathrm{Tr}(AB)$. The admissible set $K\subseteq V$ then consists of the matrices $D$ with $0\le D\le 1$ and $\mathrm{Tr}\,D=N$, for $N$ electrons. The code keeps $V$ and $K$ general.

In Lean 4 with Mathlib:

```lean
import Mathlib

open Set Filter Topology
open scoped InnerProductSpace

namespace OptimalDamping

variable {V : Type*} [NormedAddCommGroup V] [InnerProductSpace ℝ V]
```

An aufbau state for a Fock operator $G$ is an $S\in K$ with $\langle G,S\rangle\le\langle G,X\rangle$ for all $X\in K$. For the matrices above, this means filling the $N$ lowest orbitals of $G$. If the frontier orbitals are degenerate there are several such states, and any of them is accepted.

```lean
/-- `S` is an aufbau state for the Fock operator `G`: it minimises the linear energy `⟪G, S⟫`
over the admissible set `K`. -/
def IsAufbau (K : Set V) (G S : V) : Prop :=
  S ∈ K ∧ ∀ X ∈ K, ⟪G, S⟫_ℝ ≤ ⟪G, X⟫_ℝ
```

Let $E$ be the energy and $F(D)$ the Fock operator at $D$. A step from $D$ picks an aufbau state $S$ for $F(D)$ and moves to
$$D'=D+t(S-D),\qquad t\in[0,1],$$
where $t$ minimises the energy on the segment. `IsStep` treats both the aufbau problem and the line search as solved exactly. It does not itself require $F$ to be the gradient of $E$; the theorems that need this assume it.

```lean
/-- One optimal damping step from `D` to `D'`: find an aufbau state `S` for the Fock operator
`F D`, then minimise the energy exactly on the segment from `D` to `S`. -/
def IsStep (K : Set V) (E : V → ℝ) (F : V → V) (D D' : V) : Prop :=
  ∃ S, IsAufbau K (F D) S ∧ ∃ t ∈ Icc (0 : ℝ) 1, D' = D + t • (S - D) ∧
    ∀ u ∈ Icc (0 : ℝ) 1, E D' ≤ E (D + u • (S - D))
```

The constant $C$ limits how far the energy can rise above its linear model:
$$E(D+t(S-D))\le E(D)+t\langle F(D),S-D\rangle+\tfrac{C}{2}t^2 .$$
It has the units of an energy. The bound is one-sided: for a concave energy with gradient $F$ it holds with $C=0$, however strongly the Fock operator responds to the density.

```lean
/-- Along every segment in `K` the energy exceeds its linear model by at most `C t² / 2`. -/
def CurvatureBound (K : Set V) (E : V → ℝ) (F : V → V) (C : ℝ) : Prop :=
  ∀ D ∈ K, ∀ S ∈ K, ∀ t ∈ Icc (0 : ℝ) 1,
    E (D + t • (S - D)) ≤ E D + t * ⟪F D, S - D⟫_ℝ + C * t ^ 2 / 2
```

For a mean-field model this constant has a direct meaning. Let $h$ be the one-body Hamiltonian and, from here on, let $G$ be the linear map that takes a density matrix to its mean-field potential. The energy is
$$E(D)=\langle h,D\rangle+\tfrac12\langle D,GD\rangle .$$

```lean
/-- The quadratic mean-field energy with one-body part `h` and two-body part `G`. -/
noncomputable def meanFieldEnergy (h : V) (G : V →ₗ[ℝ] V) (D : V) : ℝ :=
  ⟪h, D⟫_ℝ + 1 / 2 * ⟪D, G D⟫_ℝ
```

## A step exists when K is compact

Suppose that $K$ is compact and convex and $E$ is continuous on it. The function $X\mapsto\langle F(D),X\rangle$ is continuous, so it attains its minimum on $K$ at some $S$. The segment from $D$ to $S$ lies in $K$, so $t\mapsto E(D+t(S-D))$ is continuous on $[0,1]$ and attains its minimum too. The two calls of `exists_isMinOn` are these two minimisations. Since $D'$ lies in $K$ again, the step can be repeated.

```lean
/-- For a continuous energy on a compact convex set, an optimal damping step exists from every
admissible density. -/
theorem exists_step {K : Set V} {E : V → ℝ} (F : V → V) (hK : IsCompact K)
    (hconv : Convex ℝ K) (hE : ContinuousOn E K) {D : V} (hD : D ∈ K) :
    ∃ D', IsStep K E F D D' := by
  -- the aufbau problem has a solution
  have hlin : ContinuousOn (fun X : V => ⟪F D, X⟫_ℝ) K :=
    (continuous_const.inner continuous_id).continuousOn
  obtain ⟨S, hS, hmin⟩ := hK.exists_isMinOn ⟨D, hD⟩ hlin
  -- so does the line search
  have hline : ContinuousOn (fun t : ℝ => E (D + t • (S - D))) (Icc 0 1) :=
    hE.comp (by fun_prop) (fun t ht => hconv.add_smul_sub_mem hD hS ht)
  obtain ⟨t, ht, htmin⟩ := isCompact_Icc.exists_isMinOn ⟨0, by simp⟩ hline
  exact ⟨_, S, ⟨hS, fun X hX => hmin hX⟩, t, ht, rfl, fun u hu => htmin hu⟩
```

## The curvature constant of a mean-field energy

Write $v$ for a change of density. Expanding gives
$$\tfrac12\langle x+tv,G(x+tv)\rangle=\tfrac12\langle x,Gx\rangle+\tfrac t2\big(\langle x,Gv\rangle+\langle v,Gx\rangle\big)+\tfrac{t^2}2\langle v,Gv\rangle .$$
If $G$ is symmetric, the two middle terms are equal, and
$$E(x+tv)=E(x)+t\langle h+Gx,v\rangle+\tfrac{t^2}{2}\langle v,Gv\rangle .$$
With $F(D)=h+GD$, $x=D$ and $v=S-D$, the curvature bound becomes $\tfrac{t^2}{2}\langle v,Gv\rangle\le\tfrac{C}{2}t^2$. Taking $t=1$ gives $\langle v,Gv\rangle\le C$, and multiplying that by $t^2/2$ gives the bound back for every $t$. In reduced Hartree–Fock, $\langle v,Gv\rangle$ is twice the Coulomb self-energy of the density difference.

In the code, `expand` is the expansion, and the two bullets are the two directions. The theorem concerns curvature only. In a finite basis the same expansion also gives the other two conditions of the convergence bound, although the code does not prove them: $h+GD$ is the gradient of $E$, and $E$ is convex on a convex $K$ if $\langle v,Gv\rangle\ge0$ for every $v$, as in reduced Hartree–Fock.

```lean
/-- For a mean-field energy with symmetric two-body part `G` and Fock operator `h + G D`, the
curvature bound holds with constant `C` exactly when `⟪S - D, G (S - D)⟫ ≤ C` for all
admissible `D` and `S`. -/
theorem meanField_curvature_iff {K : Set V} (h : V) {G : V →ₗ[ℝ] V} (hG : G.IsSymmetric)
    (C : ℝ) :
    CurvatureBound K (meanFieldEnergy h G) (fun D => h + G D) C ↔
      ∀ D ∈ K, ∀ S ∈ K, ⟪S - D, G (S - D)⟫_ℝ ≤ C := by
  -- exact second-order expansion of the energy
  have expand : ∀ (x v : V) (t : ℝ), meanFieldEnergy h G (x + t • v) =
      meanFieldEnergy h G x + t * ⟪h + G x, v⟫_ℝ + t ^ 2 / 2 * ⟪v, G v⟫_ℝ := by
    intro x v t
    have h1 : ⟪x, G v⟫_ℝ = ⟪G x, v⟫_ℝ := (hG x v).symm
    have h2 : ⟪v, G x⟫_ℝ = ⟪G x, v⟫_ℝ := real_inner_comm _ _
    simp only [meanFieldEnergy, map_add, map_smul, inner_add_left, inner_add_right,
      real_inner_smul_left, real_inner_smul_right]
    linear_combination (t / 2) * h1 + (t / 2) * h2
  constructor
  · intro H D hD S hS
    have h1 := H D hD S hS 1 (by simp)
    rw [expand] at h1
    linarith
  · intro H D hD S hS t _
    rw [expand]
    have h1 := mul_le_mul_of_nonneg_left (H D hD S hS) (by positivity : 0 ≤ t ^ 2 / 2)
    linarith
```

## A convex energy lies above its tangent

From here on $V$ is complete, so that the derivative of $E$ at a point can be represented by a vector, the gradient $g$. `HasGradientAt` refers to all directions in $V$, so $E$ must be differentiable in the full space at the point and not only along $K$. By the chain rule,
$$\frac{d}{dt}E(x+tv)\Big|_{t=0}=\langle g,v\rangle .$$

```lean
variable [CompleteSpace V]

/-- The initial slope of the energy in the direction `v` is the inner product of the gradient
with `v`. -/
theorem hasDerivAt_line {E : V → ℝ} {g x : V} (hg : HasGradientAt E g x) (v : V) :
    HasDerivAt (fun t : ℝ => E (x + t • v)) ⟪g, v⟫_ℝ 0 := by
  have hl : HasDerivAt (fun t : ℝ => x + t • v) v 0 :=
    (((hasDerivAt_id' (0 : ℝ)).smul_const v).const_add x).congr_deriv (one_smul ℝ v)
  have hE : HasFDerivAt E (InnerProductSpace.toDual ℝ V g) (x + (0 : ℝ) • v) := by
    rw [zero_smul, add_zero]
    exact hg.hasFDerivAt
  exact (HasFDerivAt.comp_hasDerivAt (f := fun t : ℝ => x + t • v) (0 : ℝ) hE hl).congr_deriv
    (by simp)
```

For $x,y\in K$ and $0<t\le1$, convexity gives $E(x+t(y-x))\le(1-t)E(x)+tE(y)$, hence
$$\frac{E(x+t(y-x))-E(x)}{t}\le E(y)-E(x).$$
As $t\to0^+$ the left side tends to $\langle g,y-x\rangle$, so $E(x)+\langle g,y-x\rangle\le E(y)$. The proof restricts $t$ to $(0,1]$ with `filter_upwards` and passes to the limit with `le_of_tendsto`.

```lean
/-- A convex energy lies above its linear model at any admissible point where it has a
gradient. -/
theorem tangent_le {K : Set V} {E : V → ℝ} {g x y : V} (hE : ConvexOn ℝ K E)
    (hg : HasGradientAt E g x) (hx : x ∈ K) (hy : y ∈ K) :
    E x + ⟪g, y - x⟫_ℝ ≤ E y := by
  have key : ⟪g, y - x⟫_ℝ ≤ E y - E x := by
    refine le_of_tendsto (hasDerivAt_line hg (y - x)).tendsto_slope_zero_right ?_
    filter_upwards [Ioc_mem_nhdsGT (zero_lt_one' ℝ)] with t ht
    -- the chord bounds every difference quotient
    have hc := hE.2 hx hy (sub_nonneg.2 ht.2) ht.1.le (by ring : 1 - t + t = 1)
    have e : (1 - t) • x + t • y = x + t • (y - x) := by module
    rw [e] at hc
    simp only [smul_eq_mul, zero_add, zero_smul, add_zero] at hc ⊢
    rw [inv_mul_le_iff₀ ht.1]
    linarith
  linarith
```

## Ground states solve their own aufbau problem

If $D$ minimises $E$ over $K$, then $E(D+t(X-D))-E(D)\ge0$ for every $X\in K$ and $t\in(0,1]$. Dividing by $t$ and letting $t\to0^+$ gives $\langle g,X-D\rangle\ge0$, so $D$ is an aufbau state for its own gradient. Conversely, if $D$ is such a state, the tangent inequality gives $E(X)\ge E(D)+\langle g,X-D\rangle\ge E(D)$. For a convex energy, self-consistency in the aufbau sense is therefore the same as being a ground state.

```lean
/-- For a convex energy with gradient `g` at an admissible `D`, the density `D` minimises the
energy over `K` exactly when it is an aufbau state for `g`. -/
theorem minimiser_iff_aufbau {K : Set V} {E : V → ℝ} {g D : V} (hE : ConvexOn ℝ K E)
    (hg : HasGradientAt E g D) (hD : D ∈ K) :
    (∀ X ∈ K, E D ≤ E X) ↔ IsAufbau K g D := by
  constructor
  · intro hmin
    refine ⟨hD, fun X hX => ?_⟩
    -- at a minimum no admissible direction has negative slope
    have h0 : 0 ≤ ⟪g, X - D⟫_ℝ := by
      refine ge_of_tendsto (hasDerivAt_line hg (X - D)).tendsto_slope_zero_right ?_
      filter_upwards [Ioc_mem_nhdsGT (zero_lt_one' ℝ)] with t ht
      have h1 := hmin _ (hE.1.add_smul_sub_mem hD hX ⟨ht.1.le, ht.2⟩)
      simp only [smul_eq_mul, zero_add, zero_smul, add_zero]
      exact mul_nonneg (inv_nonneg.2 ht.1.le) (sub_nonneg.2 h1)
    rw [inner_sub_right] at h0
    linarith
  · intro hA X hX
    have h1 := tangent_le hE hg hD hX
    have h2 := hA.2 X hX
    rw [inner_sub_right] at h1
    linarith
```

Away from the minimum, the same inequality yields an error estimate. If $S$ is an aufbau state for $g$, then for every $X\in K$
$$E(D)-E(X)\le\langle g,D-X\rangle\le\langle g,D-S\rangle .$$
In a calculation with a convex model, the right side is available as soon as the aufbau problem is solved, and it bounds the remaining energy error.

```lean
/-- For a convex energy with gradient `g` at an admissible `D`, the aufbau gap `⟪g, D - S⟫`
bounds the energy excess of `D` over every admissible density. -/
theorem energy_error_le_gap {K : Set V} {E : V → ℝ} {g D S X : V} (hE : ConvexOn ℝ K E)
    (hg : HasGradientAt E g D) (hD : D ∈ K) (hS : IsAufbau K g S) (hX : X ∈ K) :
    E D - E X ≤ ⟪g, D - S⟫_ℝ := by
  have h1 := tangent_le hE hg hD hX
  have h2 := hS.2 X hX
  rw [inner_sub_right] at h1 ⊢
  linarith
```

## One step compared with a trial damping

The line search does at least as well as any fixed $u\in[0,1]$. Combined with the curvature bound and the gap estimate, this gives
$$\begin{aligned}E(D')&\le E(D+u(S-D))\\&\le E(D)+u\langle F(D),S-D\rangle+\tfrac C2u^2\\&\le E(D)-u\big(E(D)-E(X)\big)+\tfrac C2u^2 .\end{aligned}$$
Subtracting $E(X)$,
$$E(D')-E(X)\le(1-u)\big(E(D)-E(X)\big)+\tfrac C2u^2 .$$
The three lines of the chain are `h1`, `h2` and `h3`. The value $u$ appears only in the estimate; the algorithm never uses it.

```lean
/-- For a convex energy with curvature constant `C` and gradient `F D` at an admissible `D`, an
optimal damping step from `D` to `D'` leaves an energy excess over any admissible `X` of at most
`(1 - u) * (E D - E X) + C * u ^ 2 / 2`, for every trial damping `u` in `[0, 1]`. -/
theorem step_error_le {K : Set V} {E : V → ℝ} {F : V → V} {C u : ℝ} {D D' X : V}
    (hE : ConvexOn ℝ K E) (hg : HasGradientAt E (F D) D) (hC : CurvatureBound K E F C)
    (hD : D ∈ K) (hstep : IsStep K E F D D') (hX : X ∈ K) (hu : u ∈ Icc (0 : ℝ) 1) :
    E D' - E X ≤ (1 - u) * (E D - E X) + C * u ^ 2 / 2 := by
  obtain ⟨S, hS, _, _, _, hmin⟩ := hstep
  have h1 := hmin u hu
  have h2 := hC D hD S hS.1 u hu
  have h3 := mul_le_mul_of_nonneg_left (energy_error_le_gap hE hg hD hS hX) hu.1
  rw [inner_sub_right] at h2 h3
  linarith
```

## The bound after k steps

Let $D_0\in K$ be the starting density, $D_k$ the density after $k$ steps, and $e_k=E(D_k)-E(X)$ for a fixed $X\in K$. Setting $D=S=X$ and $t=1$ in the curvature bound shows that $C\ge0$.

For the first step take $u=1$. The starting error drops out, and $e_1\le C/2=2C/(1+3)$. For $k\ge1$ take $u=2/(k+3)$ and assume $e_k\le2C/(k+3)$. Then
$$e_{k+1}\le\frac{k+1}{k+3}\cdot\frac{2C}{k+3}+\frac{2C}{(k+3)^2}=\frac{2C(k+2)}{(k+3)^2}\le\frac{2C}{k+4},$$
because $(k+2)(k+4)=(k+3)^2-1$.

In the code, `hmem` keeps the iterates in $K$, and `h2` and `h3` are the last equality and inequality. The sequence of steps is a hypothesis, so compactness is not needed here. The bound concerns energies and does not say that the density matrices converge.

```lean
/-- Optimal damping of a convex energy with gradient `F` and curvature constant `C` on `K`,
started in `K`, has after `k ≥ 1` steps an energy at most `2C/(k+3)` above that of any
admissible density. -/
theorem optimal_damping_rate {K : Set V} {E : V → ℝ} {F : V → V} {C : ℝ} {D : ℕ → V}
    (hE : ConvexOn ℝ K E) (hg : ∀ x ∈ K, HasGradientAt E (F x) x)
    (hC : CurvatureBound K E F C) (h0 : D 0 ∈ K)
    (hstep : ∀ k, IsStep K E F (D k) (D (k + 1))) {X : V} (hX : X ∈ K)
    {k : ℕ} (hk : 1 ≤ k) : E (D k) - E X ≤ 2 * C / (k + 3) := by
  -- the iterates stay admissible
  have hmem : ∀ n, D n ∈ K := by
    intro n
    induction n with
    | zero => exact h0
    | succ n ih =>
      obtain ⟨S, hS, t, ht, he, _⟩ := hstep n
      rw [he]
      exact hE.1.add_smul_sub_mem ih hS.1 ht
  have hC0 : 0 ≤ C := by
    have h := hC X hX X hX 1 (by simp)
    simp only [sub_self, smul_zero, add_zero, inner_zero_right] at h
    linarith
  induction k, hk using Nat.le_induction with
  | base =>
    -- the full step u = 1 forgets the starting energy
    have h : E (D 1) - E X ≤ (1 - 1) * (E (D 0) - E X) + C * 1 ^ 2 / 2 :=
      step_error_le hE (hg _ h0) hC h0 (hstep 0) hX (by simp)
    have e : 2 * C / (((1 : ℕ) : ℝ) + 3) = C / 2 := by
      push_cast
      ring
    rw [e]
    linarith
  | succ k hk ih =>
    -- afterwards compare with the damping u = 2/(k+3)
    have hk0 : (0 : ℝ) ≤ k := Nat.cast_nonneg k
    have hu : 2 / ((k : ℝ) + 3) ∈ Icc (0 : ℝ) 1 :=
      ⟨by positivity, by rw [div_le_one (by positivity)]; linarith⟩
    have h := step_error_le hE (hg _ (hmem k)) hC (hmem k) (hstep k) hX hu
    have h1 := mul_le_mul_of_nonneg_left ih (sub_nonneg.2 hu.2)
    have h2 : (1 - 2 / ((k : ℝ) + 3)) * (2 * C / (k + 3)) + C * (2 / ((k : ℝ) + 3)) ^ 2 / 2
        = 2 * C * (k + 2) / (k + 3) ^ 2 := by
      field_simp
      ring
    have h3 : 2 * C * ((k : ℝ) + 2) / (k + 3) ^ 2 ≤ 2 * C / (((k + 1 : ℕ) : ℝ) + 3) := by
      push_cast
      rw [div_le_div_iff₀ (by positivity) (by positivity)]
      nlinarith
    linarith
```

Without convexity the bound can fail. Take $V=\mathbb R$, $K=[-1,2]$, $E(x)=-x^2$ and $F(x)=-2x$. The energy lies below each of its tangents, so the curvature bound holds with $C=0$. Start at $D_0=-1$. There $F(D_0)=2$, the only aufbau state is $-1$ itself, and every step stays put. The energy remains at $-1$ while the minimum is $E(2)=-4$, so the error is always $3$, where the bound would require $0$.

## Distance from the ground-state energy

Since $C\ge0$, the bound $2C/(k+3)$ is at most $2C/(k+2)$. Hence $E(D_k)-2C/(k+2)\le E(X)$ for every $X\in K$, which makes the left side a lower bound for all admissible energies and so at most their infimum:
$$E(D_k)-\inf_K E\le\frac{2C}{k+2},\qquad k\ge1 .$$
The weakening is not needed: the same argument with $k+3$ in place of $k+2$ gives the bound $2C/(k+3)$ for the infimum too. In the code, `sInf (E '' K)` is this infimum. When $K$ is compact it is attained, and it is the ground-state energy of the model.

```lean
/-- Under the same conditions, the energy after `k ≥ 1` optimal damping steps is within
`2C/(k+2)` of the infimum of the energy over `K`. -/
theorem optimal_damping_ground_state {K : Set V} {E : V → ℝ} {F : V → V} {C : ℝ} {D : ℕ → V}
    (hE : ConvexOn ℝ K E) (hg : ∀ x ∈ K, HasGradientAt E (F x) x)
    (hC : CurvatureBound K E F C) (h0 : D 0 ∈ K)
    (hstep : ∀ k, IsStep K E F (D k) (D (k + 1))) {k : ℕ} (hk : 1 ≤ k) :
    E (D k) - sInf (E '' K) ≤ 2 * C / (k + 2) := by
  have hC0 : 0 ≤ C := by
    have h := hC _ h0 _ h0 1 (by simp)
    simp only [sub_self, smul_zero, add_zero, inner_zero_right] at h
    linarith
  have hle : 2 * C / ((k : ℝ) + 3) ≤ 2 * C / (k + 2) := by
    rw [div_le_div_iff₀ (by positivity) (by positivity)]
    nlinarith
  have hinf : E (D k) - 2 * C / (k + 2) ≤ sInf (E '' K) := by
    refine le_csInf ⟨_, mem_image_of_mem E h0⟩ ?_
    rintro _ ⟨X, hX, rfl⟩
    have h := optimal_damping_rate hE hg hC h0 hstep hX hk
    linarith
  linarith

end OptimalDamping
```

```lean
#print axioms OptimalDamping.meanField_curvature_iff
#print axioms OptimalDamping.minimiser_iff_aufbau
#print axioms OptimalDamping.optimal_damping_rate
#print axioms OptimalDamping.optimal_damping_ground_state
```

```
'OptimalDamping.meanField_curvature_iff' depends on axioms: [propext, Classical.choice, Quot.sound]
'OptimalDamping.minimiser_iff_aufbau' depends on axioms: [propext, Classical.choice, Quot.sound]
'OptimalDamping.optimal_damping_rate' depends on axioms: [propext, Classical.choice, Quot.sound]
'OptimalDamping.optimal_damping_ground_state' depends on axioms: [propext, Classical.choice, Quot.sound]
```
